# The total singlet of two equal, uncoupled triplets: weights 1/3, 1/3, 1/3 for distinct Cartesian energies, and 2/3, 1/3 for $bS_z+qS_z^2$ with $q\neq0$

A triplet pair made by singlet fission starts in the total spin singlet, which in general is spread over several pair energies. Suppose that a simulation of two non-interacting, equally oriented triplets puts weight 1/3 at twice each one-triplet energy. This is right for three distinct zero-field levels, but not for the one-triplet Hamiltonian $h=bS_z+qS_z^2$ with $q\neq0$ and $b\neq0$, an axial zero-field splitting $q$ with a field $b$ along its axis. It then shows up to three beat frequencies in the singlet population, where there should be one. The weights in both cases are derived below.

## Spin matrices and pair states

```lean
import Mathlib

open Matrix
open scoped Kronecker ComplexOrder

namespace SingletFissionPair

noncomputable section
```

One triplet has the Cartesian basis states $|x\rangle,|y\rangle,|z\rangle$. Lean labels them by `Fin 3`, that is, by $0,1,2$ in this order.

```lean
/-- The x component of spin 1 in the Cartesian basis x, y, z, with ħ = 1. -/
def Sx : Matrix (Fin 3) (Fin 3) ℂ :=
  !![0, 0, 0; 0, 0, -Complex.I; 0, Complex.I, 0]
```

This is a $3\times3$ complex matrix, with rows separated by semicolons and $\hbar=1$. It says $S_x|x\rangle=0$, $S_x|y\rangle=i|z\rangle$ and $S_x|z\rangle=-i|y\rangle$.

```lean
/-- The y component of spin 1 in the Cartesian basis. -/
def Sy : Matrix (Fin 3) (Fin 3) ℂ :=
  !![0, 0, Complex.I; 0, 0, 0; -Complex.I, 0, 0]
```

Likewise $S_y|y\rangle=0$, $S_y|z\rangle=i|x\rangle$ and $S_y|x\rangle=-i|z\rangle$.

```lean
/-- The z component of spin 1 in the Cartesian basis. -/
def Sz : Matrix (Fin 3) (Fin 3) ℂ :=
  !![0, -Complex.I, 0; Complex.I, 0, 0; 0, 0, 0]
```

Finally $S_z|z\rangle=0$, $S_z|x\rangle=i|y\rangle$ and $S_z|y\rangle=-i|x\rangle$. Hence $S_z^2$ is diagonal with entries $1,1,0$.

```lean
/-- The pair operator `h ⊗ 1 + 1 ⊗ h`: the same one-triplet operator acts on each triplet. -/
def pairOp (h : Matrix (Fin 3) (Fin 3) ℂ) : Matrix (Fin 3 × Fin 3) (Fin 3 × Fin 3) ℂ :=
  h ⊗ₖ 1 + 1 ⊗ₖ h
```

This is $H=h\otimes1+1\otimes h$, where `⊗ₖ` is the Kronecker product. A pair state is a function $\psi$ of two labels, with components $\psi_{ij}$. Using the same $h$ twice means that both triplets have the same orientation and feel the same field. Exchange and dipolar coupling between the triplets are left out, as are decay and relaxation. With a spin matrix in place of $h$, `pairOp` gives a component of the total spin.

```lean
/-- The pair state `∑ i, c i |i i⟩`, in which both triplets share the same Cartesian label. -/
def paired (c : Fin 3 → ℂ) : Fin 3 × Fin 3 → ℂ :=
  fun x => if x.1 = x.2 then c x.1 else 0
```

For coefficients $c_i$, this is $\sum_i c_i|ii\rangle$: the components with unequal labels vanish.

```lean
/-- The pair state `(|xx⟩ + |yy⟩ + |zz⟩) / √3`. -/
def singlet : Fin 3 × Fin 3 → ℂ := paired fun _ => ((Real.sqrt 3 : ℝ) : ℂ)⁻¹
```

All three coefficients are $1/\sqrt3$, so this is $s=(|xx\rangle+|yy\rangle+|zz\rangle)/\sqrt3$. That it deserves the name `singlet` is proved further down.

```lean
/-- The one-triplet Hamiltonian `b Sz + q Sz²`. -/
def axial (b q : ℝ) : Matrix (Fin 3) (Fin 3) ℂ := (b : ℂ) • Sz + (q : ℂ) • (Sz * Sz)
```

Here $b$ is the Zeeman energy of a field along $z$, and $q$ is the strength of an axial zero-field splitting about the same axis. Both are real. The traceless form $q(S_z^2-2/3)$ would only shift every pair energy by $-4q/3$.

## The weight of a state at an energy

```lean
/-- The state `ψ` has weight `w` at energy `E` of `H`: its orthogonal projection `u` on the
solutions of `H φ = E φ` has squared norm `w`. -/
def HasWeight (H : Matrix (Fin 3 × Fin 3) (Fin 3 × Fin 3) ℂ) (ψ : Fin 3 × Fin 3 → ℂ)
    (E w : ℝ) : Prop :=
  ∃ u, H *ᵥ u = (E : ℂ) • u ∧
    (∀ φ, H *ᵥ φ = (E : ℂ) • φ → star φ ⬝ᵥ (ψ - u) = 0) ∧ star u ⬝ᵥ u = (w : ℂ)
```

In Lean, `*ᵥ` applies a matrix to a vector, `•` multiplies by a number, and `star φ ⬝ᵥ ψ` is $\langle\varphi|\psi\rangle$. The definition asks for a vector $u$ with three properties:

- $Hu=Eu$;
- $\langle\varphi|\psi-u\rangle=0$ for every solution of $H\varphi=E\varphi$;
- $\langle u|u\rangle=w$.

So $u$ is the projection of $\psi$ onto the whole eigenspace at $E$, including any degeneracy. For normalized $\psi$ and Hermitian $H$, $w$ is the probability of measuring $E$.

```lean
/-- The weight of a state at a given energy is unique. -/
theorem HasWeight.unique {H : Matrix (Fin 3 × Fin 3) (Fin 3 × Fin 3) ℂ}
    {ψ : Fin 3 × Fin 3 → ℂ} {E w w' : ℝ} (h : HasWeight H ψ E w)
    (h' : HasWeight H ψ E w') : w = w' := by
  obtain ⟨u, hu, ou, nu⟩ := h
  obtain ⟨v, hv, ov, nv⟩ := h'
  have hd : H *ᵥ (u - v) = (E : ℂ) • (u - v) := by
    rw [Matrix.mulVec_sub, hu, hv, smul_sub]
  -- the difference of two projections is orthogonal to itself
  have h0 : star (u - v) ⬝ᵥ (u - v) = 0 := by
    have h1 := ou _ hd
    have h2 := ov _ hd
    rw [dotProduct_sub] at h1 h2 ⊢
    linear_combination h2 - h1
  have huv : u = v := sub_eq_zero.1 (dotProduct_star_self_eq_zero.1 h0)
  subst huv
  exact_mod_cast nu.symm.trans nv
```

A state has only one weight at a given energy. Let $u$ and $v$ both serve as the projection. Their difference satisfies the eigenvalue equation too, so $\langle u-v|\psi-u\rangle=0$ and $\langle u-v|\psi-v\rangle=0$. Subtracting the first from the second gives $\langle u-v|u-v\rangle=0$, hence $u=v$ and $w=w'$. The step `linear_combination h2 - h1` is this subtraction.

## Facts about the matrices

```lean
/-- The three matrices obey the angular momentum algebra, and their squares add up to
`S (S + 1) = 2`. -/
theorem spin_one_algebra :
    Sx * Sy - Sy * Sx = Complex.I • Sz ∧ Sy * Sz - Sz * Sy = Complex.I • Sx ∧
    Sz * Sx - Sx * Sz = Complex.I • Sy ∧
    Sx * Sx + Sy * Sy + Sz * Sz = (2 : ℂ) • (1 : Matrix (Fin 3) (Fin 3) ℂ) := by
  refine ⟨?_, ?_, ?_, ?_⟩ <;> ext i j <;> fin_cases i <;> fin_cases j <;>
    simp [Sx, Sy, Sz] <;> norm_num
```

The matrices satisfy $[S_x,S_y]=iS_z$ and its cyclic versions, and $S_x^2+S_y^2+S_z^2=2$, as spin 1 requires. The proof compares all nine entries of each equation; `fin_cases` lists them.

```lean
/-- The pair operator gives the sum of two terms: `h` applied to the first label, and `h` applied to
the second label. -/
theorem pairOp_mulVec (h : Matrix (Fin 3) (Fin 3) ℂ) (φ : Fin 3 × Fin 3 → ℂ) (i j : Fin 3) :
    (pairOp h *ᵥ φ) (i, j) = ∑ k, h i k * φ (k, j) + ∑ k, h j k * φ (i, k) := by
  rw [pairOp, Matrix.add_mulVec, Pi.add_apply]
  simp only [Matrix.mulVec, dotProduct, Fintype.sum_prod_type, Matrix.kroneckerMap_apply,
    Matrix.one_apply]
  congr 1
  · simp
  · rw [Finset.sum_comm]
    simp
```

In components,
$$(H\varphi)_{ij}=\sum_k h_{ik}\varphi_{kj}+\sum_k h_{jk}\varphi_{ik}.$$
This follows from $(h\otimes1)_{ij,kl}=h_{ik}\delta_{jl}$ and $(1\otimes h)_{ij,kl}=\delta_{ik}h_{jl}$: each delta removes one sum.

```lean
/-- The overlap of a pair state with `∑ i, c i |i i⟩` involves only its components on the
states `|i i⟩`. -/
theorem dot_paired (φ : Fin 3 × Fin 3 → ℂ) (c : Fin 3 → ℂ) :
    star φ ⬝ᵥ paired c = ∑ i, star (φ (i, i)) * c i := by
  simp [dotProduct, paired, Fintype.sum_prod_type]
```

The overlap of $\varphi$ with $\sum_i c_i|ii\rangle$ is $\sum_i\varphi_{ii}^*c_i$. Only the diagonal components of an eigenvector will therefore matter.

```lean
private lemma amp_sq :
    ((Real.sqrt 3 : ℝ) : ℂ)⁻¹ * ((Real.sqrt 3 : ℝ) : ℂ)⁻¹ = 1 / 3 := by
  rw [← mul_inv, ← Complex.ofReal_mul, Real.mul_self_sqrt (by norm_num)]
  norm_num
```

The squared amplitude is $(1/\sqrt3)^2=1/3$.

```lean
private lemma axial_eq (b q : ℝ) : axial b q =
    !![(q : ℂ), -(Complex.I * b), 0; Complex.I * b, (q : ℂ), 0; 0, 0, 0] := by
  ext i j
  fin_cases i <;> fin_cases j <;>
    simp [axial, Sz, mul_comm]
```

Written out,
$$bS_z+qS_z^2=\begin{pmatrix}q&-ib&0\\ ib&q&0\\ 0&0&0\end{pmatrix}.$$

## The singlet is unique up to a factor

```lean
/-- The state `singlet` has norm one, and the pair states annihilated by all three components
of the total spin are exactly its multiples. -/
theorem singlet_characterization :
    star singlet ⬝ᵥ singlet = 1 ∧ ∀ ψ : Fin 3 × Fin 3 → ℂ,
      (pairOp Sx *ᵥ ψ = 0 ∧ pairOp Sy *ᵥ ψ = 0 ∧ pairOp Sz *ᵥ ψ = 0) ↔
        ∃ c : ℂ, ψ = c • singlet := by
  constructor
  · rw [singlet, dot_paired]
    simp [paired, amp_sq]
  intro ψ
  constructor
  · rintro ⟨hx, -, hz⟩
    -- rotations about z and x remove the mixed components and equate the others
    have a12 : ψ (1, 2) = 0 := by
      simpa [pairOp_mulVec, Sz, Fin.sum_univ_three] using congrFun hz (0, 2)
    have a02 : ψ (0, 2) = 0 := by
      simpa [pairOp_mulVec, Sz, Fin.sum_univ_three] using congrFun hz (1, 2)
    have a21 : ψ (2, 1) = 0 := by
      simpa [pairOp_mulVec, Sz, Fin.sum_univ_three] using congrFun hz (2, 0)
    have a20 : ψ (2, 0) = 0 := by
      simpa [pairOp_mulVec, Sz, Fin.sum_univ_three] using congrFun hz (2, 1)
    have a01 : ψ (0, 1) = 0 := by
      simpa [pairOp_mulVec, Sx, Fin.sum_univ_three] using congrFun hx (0, 2)
    have a10 : ψ (1, 0) = 0 := by
      simpa [pairOp_mulVec, Sx, Fin.sum_univ_three] using congrFun hx (2, 0)
    have a11 : ψ (1, 1) = ψ (0, 0) := by
      simpa [pairOp_mulVec, Sz, Fin.sum_univ_three, neg_add_eq_zero] using congrFun hz (0, 1)
    have a22 : ψ (2, 2) = ψ (1, 1) := by
      simpa [pairOp_mulVec, Sx, Fin.sum_univ_three, neg_add_eq_zero] using congrFun hx (1, 2)

    refine ⟨ψ (0, 0) * ((Real.sqrt 3 : ℝ) : ℂ), ?_⟩
    ext ⟨i, j⟩
    fin_cases i <;> fin_cases j <;>
      simp [singlet, paired, a12, a02, a21, a20, a01, a10, a11, a22]
  · rintro ⟨c, rfl⟩
    refine ⟨?_, ?_, ?_⟩ <;> ext ⟨i, j⟩ <;> fin_cases i <;> fin_cases j <;>
      simp [pairOp_mulVec, Sx, Sy, Sz, singlet, paired]
```

The theorem says that $\langle s|s\rangle=1$, and that all three total spin components annihilate $\psi$ exactly when $\psi=c\,s$ for some complex $c$.

The norm is $3\cdot\frac13=1$. Now let the total $S_z$ and $S_x$ annihilate $\psi$. The $(0,2)$ component of the $S_z$ equation is $-i\psi_{12}=0$. In the same way its $(1,2)$, $(2,0)$ and $(2,1)$ components remove $\psi_{02}$, $\psi_{21}$ and $\psi_{20}$. The $(0,2)$ and $(2,0)$ components of the $S_x$ equation remove $\psi_{01}$ and $\psi_{10}$. Two more components compare the diagonal entries:
$$i(\psi_{00}-\psi_{11})=0,\qquad i(\psi_{11}-\psi_{22})=0.$$
So $\psi=\psi_{00}(|xx\rangle+|yy\rangle+|zz\rangle)$, and $c=\sqrt3\,\psi_{00}$.

Each `have` in the proof is one of these component equations, read off by `congrFun`. The $S_y$ equation isn't needed in this direction, since $[S_z,S_x]=iS_y$ holds for the total spin as well. The converse is checked entry by entry.

## Energies diagonal in the Cartesian basis

```lean
/-- For `h` diagonal in the Cartesian basis with real energies `e`, the weight of the singlet
at energy `E` is one third of the number of labels `i` with `2 e i = E`. -/
theorem diagonal_weight (e : Fin 3 → ℝ) (E : ℝ) :
    HasWeight (pairOp (Matrix.diagonal fun i => (e i : ℂ))) singlet E
      (((Finset.univ.filter fun i => 2 * e i = E).card : ℝ) / 3) := by
  have hdiag : ∀ (φ : Fin 3 × Fin 3 → ℂ) (i j : Fin 3),
      (pairOp (Matrix.diagonal fun i => (e i : ℂ)) *ᵥ φ) (i, j)
        = ((e i : ℂ) + e j) * φ (i, j) := by
    intro φ i j
    rw [pairOp_mulVec]
    simp [Matrix.diagonal_apply, add_mul]
  refine ⟨paired fun i => if 2 * e i = E then ((Real.sqrt 3 : ℝ) : ℂ)⁻¹ else 0, ?_, ?_, ?_⟩
  · ext ⟨i, j⟩
    rw [hdiag]
    by_cases hij : i = j
    · subst hij
      by_cases hE : 2 * e i = E
      · subst hE
        simp only [paired, Pi.smul_apply, smul_eq_mul, ↓reduceIte, Complex.ofReal_mul,
          Complex.ofReal_ofNat]
        ring
      · simp [paired, hE]
    · simp [paired, hij]
  · intro φ hφ
    rw [dotProduct_sub, singlet, dot_paired, dot_paired, ← Finset.sum_sub_distrib]
    refine Finset.sum_eq_zero fun i _ => ?_
    by_cases hE : 2 * e i = E
    · simp [hE]
    · -- an eigenvector at E has no component on |i i⟩ of another energy
      have h := congrFun hφ (i, i)
      rw [hdiag] at h
      simp only [Pi.smul_apply, smul_eq_mul] at h
      have hne : (2 * (e i : ℂ) - E) ≠ 0 := sub_ne_zero.2 (by exact_mod_cast hE)
      have hm : (2 * (e i : ℂ) - E) * φ (i, i) = 0 := by linear_combination h
      have h0 : φ (i, i) = 0 := (mul_eq_zero.1 hm).resolve_left hne
      simp [h0]
  · rw [dot_paired]
    trans ∑ i, if 2 * e i = E then (1 / 3 : ℂ) else 0
    · refine Finset.sum_congr rfl fun i _ => ?_
      by_cases hE : 2 * e i = E <;> simp [paired, hE, amp_sq]
    · rw [← Finset.sum_filter, Finset.sum_const, nsmul_eq_mul]
      push_cast
      ring
```

Let $h|i\rangle=e_i|i\rangle$ with real $e_i$, as for a zero-field splitting with principal axes $x,y,z$. The weight of $s$ at any real $E$ is one third of the number of labels with $2e_i=E$. In Lean, `filter` selects these labels and `card` counts them.

By hand, $(H\varphi)_{ij}=(e_i+e_j)\varphi_{ij}$, which is `hdiag`. Take
$$u=\frac1{\sqrt3}\sum_{i:\,2e_i=E}|ii\rangle .$$
Every term has energy $E$, so $Hu=Eu$. If $H\varphi=E\varphi$, the $(i,i)$ component gives $(2e_i-E)\varphi_{ii}=0$, so $\varphi_{ii}=0$ whenever $2e_i\neq E$. These are the only components that enter $\langle\varphi|s-u\rangle$, which therefore vanishes. The squared norm of $u$ is $1/3$ per selected label. The three bullets in the proof, after `refine`, are these three checks.

```lean
/-- If `h` is diagonal in the Cartesian basis with three distinct energies `e k`, the singlet
has weight 1/3 at each pair energy `2 e k`. -/
theorem distinct_weights (e : Fin 3 → ℝ) (he : Function.Injective e) (k : Fin 3) :
    HasWeight (pairOp (Matrix.diagonal fun i => (e i : ℂ))) singlet (2 * e k) (1 / 3) := by
  have hk : (Finset.univ.filter fun i => 2 * e i = 2 * e k) = {k} := by
    ext i
    simp [he.eq_iff]
  have h := diagonal_weight e (2 * e k)
  rw [hk, Finset.card_singleton, Nat.cast_one] at h
  exact h
```

`Function.Injective e` says that the three energies are distinct. Then $2e_i=2e_k$ only for $i=k$, the count is one, and the weight at $2e_k$ is $1/3$. This holds for each $k$, even if a mixed pair such as $|xz\rangle$ happens to have the same energy.

## An axial splitting with a field along its axis

```lean
/-- For `h = b Sz + q Sz²` with `q ≠ 0`, the singlet has weight 2/3 at energy `2 q` and
weight 1/3 at energy 0. -/
theorem axial_weights (b q : ℝ) (hq : q ≠ 0) :
    HasWeight (pairOp (axial b q)) singlet (2 * q) (2 / 3) ∧
    HasWeight (pairOp (axial b q)) singlet 0 (1 / 3) := by
  constructor
  · refine ⟨paired ![((Real.sqrt 3 : ℝ) : ℂ)⁻¹, ((Real.sqrt 3 : ℝ) : ℂ)⁻¹, 0], ?_, ?_, ?_⟩
    · ext ⟨i, j⟩
      fin_cases i <;> fin_cases j <;>
        simp [pairOp_mulVec, axial_eq, paired] <;> ring
    · intro φ hφ
      have h : φ (2, 2) = 0 := by
        simpa [pairOp_mulVec, axial_eq, Fin.sum_univ_three, hq] using congrFun hφ (2, 2)
      rw [dotProduct_sub, singlet, dot_paired, dot_paired]
      simp [Fin.sum_univ_three, h]
    · rw [dot_paired]
      simp [paired, Fin.sum_univ_three, amp_sq] <;> norm_num
  · refine ⟨paired ![0, 0, ((Real.sqrt 3 : ℝ) : ℂ)⁻¹], ?_, ?_, ?_⟩
    · ext ⟨i, j⟩
      fin_cases i <;> fin_cases j <;>
        simp [pairOp_mulVec, axial_eq, paired]
    · intro φ hφ
      have h0 := congrFun hφ (0, 0)
      have h1 := congrFun hφ (1, 1)
      simp [pairOp_mulVec, axial_eq, Fin.sum_univ_three] at h0 h1
      have hq2 : (2 * (q : ℂ)) ≠ 0 := mul_ne_zero two_ne_zero (by exact_mod_cast hq)
      -- the field terms cancel in the sum of the xx and yy equations
      have hs : φ (0, 0) + φ (1, 1) = 0 :=
        mul_left_cancel₀ hq2 (by linear_combination h0 + h1)
      have hc := congrArg (starRingEnd ℂ) hs
      rw [map_add, map_zero] at hc
      rw [dotProduct_sub, singlet, dot_paired, dot_paired]
      simp [Fin.sum_univ_three]
      linear_combination ((Real.sqrt 3 : ℝ) : ℂ)⁻¹ * hc
    · rw [dot_paired]
      simp [paired, Fin.sum_univ_three, amp_sq]
```

For $q\neq0$ and any real $b$, the singlet has weight $2/3$ at $2q$ and $1/3$ at $0$.

**Energy $2q$.** Take $u=(|xx\rangle+|yy\rangle)/\sqrt3$. The field terms cancel, because the total $S_z$ sends $|xx\rangle$ to $i(|yx\rangle+|xy\rangle)$ and $|yy\rangle$ to the negative of this. The $S_z^2$ terms give $2q$, so $Hu=2qu$. If $H\varphi=2q\varphi$, the $(2,2)$ component reads $0=2q\varphi_{22}$, so $\varphi_{22}=0$. Since $s-u=|zz\rangle/\sqrt3$, the required overlap vanishes. The squared norm of $u$ is $2/3$.

**Energy 0.** Take $u=|zz\rangle/\sqrt3$, for which $Hu=0$. If $H\varphi=0$, the $(0,0)$ and $(1,1)$ components are
$$2q\varphi_{00}-ib(\varphi_{01}+\varphi_{10})=0,\qquad 2q\varphi_{11}+ib(\varphi_{01}+\varphi_{10})=0.$$
Their sum is $2q(\varphi_{00}+\varphi_{11})=0$, so $\varphi_{00}+\varphi_{11}=0$; this is `hs`. Its complex conjugate, `hc`, makes $\langle\varphi|s-u\rangle=(\varphi_{00}^*+\varphi_{11}^*)/\sqrt3$ vanish. The squared norm of $u$ is $1/3$.

For a numerical instance, take $b=q=3$ in any energy unit. With $|\pm\rangle=(|x\rangle\pm i|y\rangle)/\sqrt2$ and $|0\rangle=|z\rangle$, one triplet has energies $6,0,0$ for $|+\rangle,|-\rangle,|0\rangle$, and
$$s=\frac{|{+}{-}\rangle+|{-}{+}\rangle+|00\rangle}{\sqrt3}.$$
The first two terms have pair energy $6$ and the last has $0$, so the weights are $2/3$ and $1/3$. The states $|{-}{-}\rangle$, $|{-}0\rangle$ and $|0{-}\rangle$ also have energy $0$, but they are orthogonal to $s$ and add nothing. The mean energy is $\frac23\cdot6=4$.

```lean
/-- For `h = b Sz` alone, the singlet has its whole weight at energy 0. -/
theorem field_only_weight (b : ℝ) : HasWeight (pairOp (axial b 0)) singlet 0 1 := by
  refine ⟨singlet, ?_, fun φ _ => by simp, ?_⟩
  · ext ⟨i, j⟩
    fin_cases i <;> fin_cases j <;>
      simp [pairOp_mulVec, axial_eq, singlet, paired, Fin.sum_univ_three]
  · rw [singlet_characterization.1, Complex.ofReal_one]

end

end SingletFissionPair
```

With $q=0$ only the field is left, and $H$ is $b$ times the total $S_z$. This annihilates $s$, so $u=s$ and the weight at energy $0$ is $1$. As weights are unique, both values of the previous theorem fail at $q=0$, whatever the field.

```lean
#print axioms SingletFissionPair.spin_one_algebra
#print axioms SingletFissionPair.distinct_weights
#print axioms SingletFissionPair.axial_weights
#print axioms SingletFissionPair.field_only_weight
```

```
'SingletFissionPair.spin_one_algebra' depends on axioms: [propext, Classical.choice, Quot.sound]
'SingletFissionPair.distinct_weights' depends on axioms: [propext, Classical.choice, Quot.sound]
'SingletFissionPair.axial_weights' depends on axioms: [propext, Classical.choice, Quot.sound]
'SingletFissionPair.field_only_weight' depends on axioms: [propext, Classical.choice, Quot.sound]
```
